# Off-diagonal spin terms in the rest-frame Bouchiat–Michel formula

Take an electron at rest with spin up along $z$, described in the Dirac representation by the spinor $e_0=(1,0,0,0)$. Its spin projector is

$$e_0e_0^\dagger\gamma^0=\tfrac14(1+\gamma^0)(1+\gamma^z\gamma_5).$$

The first factor selects the upper components and, among these, the second selects spin up. But if the electron is polarised along $x$ and I expand its projector in the $z$ basis, I also meet $e_0e_1^\dagger\gamma^0$, where $e_1=(0,1,0,0)$ is spin down. That isn't a projector at all. Is there still a formula of this kind, and why do people write its Pauli indices in reversed order?

## Two-component spin fixes the coefficients

Yes, there is. Any $2\times2$ matrix $M$ can be expanded as

$$M=\tfrac12\Big(\operatorname{tr}M+\sum_a\operatorname{tr}(\sigma_aM)\,\sigma_a\Big),\qquad a=x,y,z.$$

Let $\chi_0,\chi_1$ be the two-component up and down spinors, and put $M=\chi_i\chi_j^\dagger$. The traces are $\operatorname{tr}M=\delta_{ij}$ and $\operatorname{tr}(\sigma_aM)=\chi_j^\dagger\sigma_a\chi_i=(\sigma_a)_{ji}$. The reversed order comes from this second trace. For your case, $(\sigma_x)_{10}=1$, $(\sigma_y)_{10}=i$ and $(\sigma_z)_{10}=0$, so $\chi_0\chi_1^\dagger=\tfrac12(\sigma_x+i\sigma_y)$. With the indices exchanged you would get $\chi_1\chi_0^\dagger$.

In the Dirac representation $\gamma^a\gamma_5$ is block diagonal with blocks $\sigma_a$ and $-\sigma_a$, while $1+\gamma^0=\mathrm{diag}(2,2,0,0)$ removes the lower block. Since $e_j^\dagger\gamma^0=e_j^\dagger$, the expansion becomes the rest-frame Bouchiat–Michel formula

$$e_ie_j^\dagger\gamma^0=\tfrac14(1+\gamma^0)\Big(\delta_{ij}+\sum_a(\sigma_a)_{ji}\gamma^a\gamma_5\Big).$$

For a change of frame, let $S$ be a spinor matrix with $\gamma^0S^\dagger\gamma^0S=1$. This condition says that $\bar u v$, with $\bar u=u^\dagger\gamma^0$, is the same in both frames, as it is for boosts and rotations. Then $S^{-1}=\gamma^0S^\dagger\gamma^0$, and

$$\overline{Se_j}=e_j^\dagger S^\dagger\gamma^0=\bar e_jS^{-1}.$$

So the outer product becomes $S(e_i\bar e_j)S^{-1}$. Inserting $S^{-1}S$ between the two factors conjugates $\gamma^0$ and each $\gamma^a\gamma_5$ by $S$. Setting $i=j$ and summing cancels the spin terms, because the Pauli matrices are traceless, and leaves $\tfrac12(1+S\gamma^0S^{-1})$.

Here are the statements and proofs in Lean:

```lean
import Mathlib

open Matrix
open Complex (I)

namespace BouchiatMichel

noncomputable section

/-- Complex four-by-four matrices acting on Dirac spinors. -/
abbrev Dirac := Matrix (Fin 4) (Fin 4) ℂ

/-- The three Pauli matrices. -/
def pauli : Fin 3 → Matrix (Fin 2) (Fin 2) ℂ :=
  ![!![0, 1; 1, 0], !![0, -I; I, 0], !![1, 0; 0, -1]]

/-- The time-like Dirac matrix in the Dirac representation. -/
def gamma0 : Dirac := !![1, 0, 0, 0; 0, 1, 0, 0; 0, 0, -1, 0; 0, 0, 0, -1]

/-- The three spatial Dirac matrices in the Dirac representation. -/
def gamma : Fin 3 → Dirac :=
  ![!![0, 0, 0, 1; 0, 0, 1, 0; 0, -1, 0, 0; -1, 0, 0, 0],
    !![0, 0, 0, -I; 0, 0, I, 0; 0, I, 0, 0; -I, 0, 0, 0],
    !![0, 0, 1, 0; 0, 0, 0, -1; -1, 0, 0, 0; 0, 1, 0, 0]]

/-- The chirality matrix in the Dirac representation. -/
def gamma5 : Dirac := !![0, 0, 1, 0; 0, 0, 0, 1; 1, 0, 0, 0; 0, 1, 0, 0]

/-- The two upper basis spinors. -/
def restSpinor : Fin 2 → Fin 4 → ℂ := ![![1, 0, 0, 0], ![0, 1, 0, 0]]

/-- The Dirac adjoint `u† γ0`. -/
def diracAdj (u : Fin 4 → ℂ) : Fin 4 → ℂ := star u ᵥ* gamma0

/-- The matrices `γ^a γ5` are block diagonal, with blocks `σ_a` and `-σ_a`. -/
theorem gamma_mul_gamma5 (a : Fin 3) : gamma a * gamma5 =
    ![!![0, 1, 0, 0; 1, 0, 0, 0; 0, 0, 0, -1; 0, 0, -1, 0],
      !![0, -I, 0, 0; I, 0, 0, 0; 0, 0, 0, I; 0, 0, -I, 0],
      !![1, 0, 0, 0; 0, -1, 0, 0; 0, 0, -1, 0; 0, 0, 0, 1]] a := by
  fin_cases a <;> ext i j <;> fin_cases i <;> fin_cases j <;>
    simp [gamma, gamma5, mul_apply, Fin.sum_univ_four]

lemma one_add_gamma0 : (1 + gamma0 : Dirac) = diagonal ![2, 2, 0, 0] := by
  ext k l
  fin_cases k <;> fin_cases l <;> simp [gamma0] <;> norm_num

lemma diracAdj_rest (j : Fin 2) : diracAdj (restSpinor j) = restSpinor j := by
  ext l
  fin_cases j <;> fin_cases l <;>
    simp [diracAdj, restSpinor, gamma0, vecMul, dotProduct, Fin.sum_univ_four]

/-- Rest-frame Bouchiat-Michel formula, for all pairs of upper basis spinors. -/
theorem rest_frame (i j : Fin 2) :
    vecMulVec (restSpinor i) (diracAdj (restSpinor j)) =
      (1 / 4 : ℂ) • ((1 + gamma0) * ((1 : Matrix (Fin 2) (Fin 2) ℂ) i j • (1 : Dirac) +
        ∑ a, pauli a j i • (gamma a * gamma5))) := by
  rw [one_add_gamma0, diracAdj_rest]
  simp only [gamma_mul_gamma5, Fin.sum_univ_three]
  ext k l
  rw [Matrix.smul_apply, diagonal_mul]
  -- compare the sixteen entries for each pair of spin labels
  fin_cases i <;> fin_cases j <;> fin_cases k <;> fin_cases l <;>
    simp [vecMulVec_apply, restSpinor, pauli] <;> norm_num

/-- The matrix elements of `γ^a γ5` between upper basis spinors are those of the Pauli
matrix `σ_a`. -/
theorem spin_matrix_element (a : Fin 3) (i j : Fin 2) :
    diracAdj (restSpinor j) ⬝ᵥ ((gamma a * gamma5) *ᵥ restSpinor i) = pauli a j i := by
  rw [gamma_mul_gamma5, diracAdj_rest]
  fin_cases a <;> fin_cases i <;> fin_cases j <;>
    simp [restSpinor, pauli, mulVec, dotProduct, Fin.sum_univ_four]

/-- The rest-frame formula for two arbitrary spin states with Pauli amplitudes `x` and `y`:
the coefficients are the overlap and the Pauli matrix elements between them. -/
theorem rest_frame_states (x y : Fin 2 → ℂ) :
    vecMulVec ![x 0, x 1, 0, 0] (diracAdj ![y 0, y 1, 0, 0]) =
      (1 / 4 : ℂ) • ((1 + gamma0) * ((star y ⬝ᵥ x) • (1 : Dirac) +
        ∑ a, (star y ⬝ᵥ (pauli a *ᵥ x)) • (gamma a * gamma5))) := by
  have h : diracAdj ![y 0, y 1, 0, 0] =
      ![(starRingEnd ℂ) (y 0), (starRingEnd ℂ) (y 1), 0, 0] := by
    ext l
    fin_cases l <;> simp [diracAdj, gamma0, vecMul, dotProduct, Fin.sum_univ_four]
  rw [one_add_gamma0, h]
  simp only [gamma_mul_gamma5, Fin.sum_univ_three]
  ext k l
  rw [Matrix.smul_apply, diagonal_mul]
  fin_cases k <;> fin_cases l <;>
    simp [vecMulVec_apply, pauli, mulVec, dotProduct, Fin.sum_univ_two]
  -- the off-diagonal entries use `I ^ 2 = -1`
  all_goals first
    | ring1
    | linear_combination (1 / 2 * ((starRingEnd ℂ) (y 1) * x 0 -
        (starRingEnd ℂ) (y 0) * x 1)) * Complex.I_sq
    | linear_combination (1 / 2 * ((starRingEnd ℂ) (y 0) * x 1 -
        (starRingEnd ℂ) (y 1) * x 0)) * Complex.I_sq

/-- Bouchiat-Michel formula for transformed spinors: if `γ0 S† γ0 S = 1`, the outer product of one
upper basis spinor transformed by `S` with the Dirac adjoint of another is given by the rest-frame
formula with `γ0` and the matrices `γ^a γ5` conjugated by `S`. -/
theorem moving_frame (S : Dirac) (hS : gamma0 * Sᴴ * gamma0 * S = 1) (i j : Fin 2) :
    vecMulVec (S *ᵥ restSpinor i) (diracAdj (S *ᵥ restSpinor j)) =
      (1 / 4 : ℂ) • ((1 + S * gamma0 * S⁻¹) *
        ((1 : Matrix (Fin 2) (Fin 2) ℂ) i j • (1 : Dirac) +
          ∑ a, pauli a j i • (S * (gamma a * gamma5) * S⁻¹))) := by
  have hinv : S⁻¹ = gamma0 * Sᴴ * gamma0 := Matrix.inv_eq_left_inv hS
  have h1 : S⁻¹ * S = 1 := by rw [hinv]; exact hS
  have h2 : S * S⁻¹ = 1 := mul_eq_one_comm.mp h1
  have hg : gamma0 * gamma0 = 1 := by
    ext k l
    fin_cases k <;> fin_cases l <;> simp [gamma0, mul_apply, Fin.sum_univ_four]
  -- the Dirac adjoint transforms with the inverse of `S`
  have hadj : diracAdj (S *ᵥ restSpinor j) = diracAdj (restSpinor j) ᵥ* S⁻¹ := by
    have e : gamma0 * (gamma0 * Sᴴ * gamma0) = Sᴴ * gamma0 := by
      rw [← mul_assoc, ← mul_assoc, hg, one_mul]
    simp only [diracAdj, star_mulVec, vecMul_vecMul, hinv, e]
  have e1 : 1 + S * gamma0 * S⁻¹ = S * (1 + gamma0) * S⁻¹ := by
    rw [mul_add, mul_one, add_mul, h2]
  have e2 : (1 : Matrix (Fin 2) (Fin 2) ℂ) i j • (1 : Dirac) +
      ∑ a, pauli a j i • (S * (gamma a * gamma5) * S⁻¹) =
      S * ((1 : Matrix (Fin 2) (Fin 2) ℂ) i j • (1 : Dirac) +
        ∑ a, pauli a j i • (gamma a * gamma5)) * S⁻¹ := by
    simp only [mul_add, add_mul, Finset.mul_sum, Finset.sum_mul, mul_smul_comm,
      smul_mul_assoc, mul_one, h2]
  have e3 (G Y : Dirac) : S * G * S⁻¹ * (S * Y * S⁻¹) = S * (G * Y * S⁻¹) := by
    calc S * G * S⁻¹ * (S * Y * S⁻¹) = S * G * (S⁻¹ * S) * (Y * S⁻¹) := by
          simp only [mul_assoc]
      _ = S * (G * Y * S⁻¹) := by
          rw [h1, mul_one]
          simp only [mul_assoc]
  rw [hadj, ← mul_vecMulVec, ← vecMulVec_mul, rest_frame, e1, e2, e3,
    smul_mul_assoc, mul_smul_comm]

/-- The boost `S = 5/4 + (3/4) γ0 γ^3` along the third axis satisfies `γ0 S† γ0 S = 1`. -/
theorem moving_frame_witness :
    gamma0 * ((5 / 4 : ℂ) • (1 : Dirac) + (3 / 4 : ℂ) • (gamma0 * gamma 2))ᴴ * gamma0 *
      ((5 / 4 : ℂ) • (1 : Dirac) + (3 / 4 : ℂ) • (gamma0 * gamma 2)) = 1 := by
  have h : (5 / 4 : ℂ) • (1 : Dirac) + (3 / 4 : ℂ) • (gamma0 * gamma 2) =
      !![5 / 4, 0, 3 / 4, 0; 0, 5 / 4, 0, -(3 / 4); 3 / 4, 0, 5 / 4, 0;
        0, -(3 / 4), 0, 5 / 4] := by
    ext k l
    fin_cases k <;> fin_cases l <;> simp [gamma0, gamma]
  have hH : (!![5 / 4, 0, 3 / 4, 0; 0, 5 / 4, 0, -(3 / 4); 3 / 4, 0, 5 / 4, 0;
      0, -(3 / 4), 0, 5 / 4] : Dirac)ᴴ =
      !![5 / 4, 0, 3 / 4, 0; 0, 5 / 4, 0, -(3 / 4); 3 / 4, 0, 5 / 4, 0;
        0, -(3 / 4), 0, 5 / 4] := by
    ext k l
    fin_cases k <;> fin_cases l <;> simp [conjTranspose_apply]
  rw [h, hH]
  ext k l
  fin_cases k <;> fin_cases l <;>
    simp [gamma0, mul_apply, Fin.sum_univ_four] <;> norm_num

/-- If `γ0 S† γ0 S = 1`, the outer products `u ū` of the two upper basis spinors transformed by `S`
sum to `(1 + S γ0 S⁻¹) / 2`. -/
theorem spin_sum (S : Dirac) (hS : gamma0 * Sᴴ * gamma0 * S = 1) :
    ∑ i, vecMulVec (S *ᵥ restSpinor i) (diracAdj (S *ᵥ restSpinor i)) =
      (1 / 2 : ℂ) • (1 + S * gamma0 * S⁻¹) := by
  simp only [Fin.sum_univ_two, moving_frame S hS, Fin.sum_univ_three]
  -- the Pauli matrices are traceless, so the spin terms cancel
  simp [pauli, mul_add]
  module

end

end BouchiatMichel
```

```lean
#print axioms BouchiatMichel.rest_frame
#print axioms BouchiatMichel.spin_matrix_element
#print axioms BouchiatMichel.rest_frame_states
#print axioms BouchiatMichel.spin_sum
```

```
'BouchiatMichel.rest_frame' depends on axioms: [propext, Classical.choice, Quot.sound]
'BouchiatMichel.spin_matrix_element' depends on axioms: [propext, Classical.choice, Quot.sound]
'BouchiatMichel.rest_frame_states' depends on axioms: [propext, Classical.choice, Quot.sound]
'BouchiatMichel.spin_sum' depends on axioms: [propext, Classical.choice, Quot.sound]
```

## What the statements say

`rest_frame` is the displayed formula for all four spin pairs. `vecMulVec` is the outer product, with the complex conjugation supplied by `diracAdj`, and $\delta_{ij}$ is an entry of the $2\times2$ identity. Lean's indices 0, 1, 2 for `pauli` and `gamma` mean $x,y,z$; thus `gamma 0` is $\gamma^x$, whereas `gamma0` is the time-like matrix.

`rest_frame_states` allows arbitrary upper components $x$ and $y$, not necessarily normalised; here these letters are two-component spinors, not axes. The coefficients become $y^\dagger x$ and $y^\dagger\sigma_ax$.

`moving_frame` and `spin_sum` assume the condition on $S$, and `moving_frame_witness` exhibits a boost along $z$ that meets it. The normalisation is $\bar uu=1$. To reach the usual covariant formula for mass $m$ and momentum $p$, you still have to identify $S\gamma^0S^{-1}$ with $\not p/m$ and the conjugated spin matrices with $\gamma_5\not s_a$, where $s_a$ are the boosted spin axes; I take that step from textbooks.

## From blocks to entries in the proof

`gamma_mul_gamma5` and `one_add_gamma0` establish the block forms. `rest_frame` then compares the sixteen entries for each spin pair, which replaces the trace expansion above; `spin_matrix_element` confirms the coefficients separately. For general amplitudes the same comparison needs $i^2=-1$, supplied by `linear_combination`.

In `moving_frame`, `hinv` and `hadj` give the inverse and the transformed adjoint. `e1` and `e2` pull $S$ and $S^{-1}$ out of the two factors, and `e3` cancels the inner $S^{-1}S$. `spin_sum` adds the two diagonal cases.

## An electron polarised along $x$

In a tree-level amplitude $\mathcal M_i=\bar w\,\Gamma u_i$, with $u_i$ the incoming spinor for spin label $i$, $\bar w$ the outgoing spinor and $\Gamma$ the vertices and propagators between them, an incoming free electron with spin density matrix $\rho$ contributes $\sum_{ij}\rho_{ij}u_i\bar u_j$ to the squared amplitude. At rest, with $\operatorname{tr}\rho=1$, this is

$$\tfrac14(1+\gamma^0)\Big(1+\sum_aP_a\gamma^a\gamma_5\Big),\qquad P_a=\operatorname{tr}(\rho\sigma_a).$$

For polarisation along $x$, $\rho=\tfrac12(1+\sigma_x)$, and the off-diagonal entries $\rho_{01}=\rho_{10}=\tfrac12$ produce the term $\gamma^x\gamma_5$. The matrix then goes into the Dirac trace in place of the unpolarised $\tfrac14(1+\gamma^0)$.
